# Products of n concentric s-type Gaussians with even-tempered ratio b ≥ 2 span n(n+1)/2 dimensions

A radial function is taken here to be any real-valued function on the half-line $r \ge 0$, with no condition of smoothness or integrability, and the size of a set of orbital products is the dimension of its real linear span. In this setting the file below proves that the pairwise products (squares included) of $n$ Gaussians with exponents $ab^i$, where $a>0$, $b\ge 2$ and $0\le i<n$, span exactly $n(n+1)/2$ dimensions, and that the equally spaced exponents $a(1+i)$ give $2n-1$ for $n\ge 1$. The two numbers agree for $n=1$ and $n=2$, and the second is smaller from $n=3$ on.

In Lean 4 with Mathlib:

```lean
import Mathlib

open Finset

namespace AuxiliaryBasisSize

noncomputable section

/-- The s-type Gaussian `exp (-α r²)` as a function of the radius `r ≥ 0`. -/
def gaussian (α : ℝ) : Set.Ici (0 : ℝ) → ℝ :=
  fun r => Real.exp (-α * (r : ℝ) ^ 2)

/-- The space spanned by all products `gaussian (α i) * gaussian (α j)` with `i, j < n`, squares
included. -/
def productSpace (α : ℕ → ℝ) (n : ℕ) : Submodule ℝ (Set.Ici (0 : ℝ) → ℝ) :=
  Submodule.span ℝ {f | ∃ i < n, ∃ j < n, f = gaussian (α i) * gaussian (α j)}

/-- The index pairs `(i, j)` with `j ≤ i < n`. -/
def pairs (n : ℕ) : Finset (Sigma fun _ : ℕ => ℕ) :=
  (range n).sigma fun i => range (i + 1)

/-- The set of different exponents `α i + α j` with `j ≤ i < n`. -/
def pairExponents (α : ℕ → ℝ) (n : ℕ) : Finset ℝ :=
  (pairs n).image fun p => α p.1 + α p.2

/-- Even-tempered exponents `a bⁱ`. -/
def evenTempered (a b : ℝ) (i : ℕ) : ℝ := a * b ^ i

/-- Equally spaced exponents `a (1 + i)`. -/
def evenSpaced (a : ℝ) (i : ℕ) : ℝ := a * (1 + (i : ℝ))

/-- The product of two concentric Gaussians is a Gaussian whose exponent is the sum. -/
theorem gaussian_mul (α β : ℝ) : gaussian α * gaussian β = gaussian (α + β) := by
  funext r
  simp only [gaussian, Pi.mul_apply]
  rw [← Real.exp_add]
  congr 1
  ring

/-- Concentric Gaussians with different exponents are linearly independent on `r ≥ 0`. -/
theorem gaussian_linearIndependent : LinearIndependent ℝ gaussian := by
  -- at the radii `√k` a Gaussian is the character `k ↦ exp (-α) ^ k`
  let χ : ℝ → (Multiplicative ℕ →* ℝ) := fun α => powersHom ℝ (Real.exp (-α))
  have hχ : Function.Injective χ := fun α β h =>
    neg_injective (Real.exp_injective ((powersHom ℝ).injective h))
  -- different characters are linearly independent
  have hli := (linearIndependent_monoidHom (Multiplicative ℕ) ℝ).comp χ hχ
  have hli' : LinearIndependent ℝ (fun α => (⇑(χ α) : Multiplicative ℕ → ℝ)) := hli
  let ρ : Multiplicative ℕ → Set.Ici (0 : ℝ) := fun k =>
    ⟨√((Multiplicative.toAdd k : ℕ) : ℝ), Real.sqrt_nonneg _⟩
  have he : (fun α => (⇑(χ α) : Multiplicative ℕ → ℝ)) = fun α k => gaussian α (ρ k) := by
    funext α k
    change Real.exp (-α) ^ (Multiplicative.toAdd k)
      = Real.exp (-α * √((Multiplicative.toAdd k : ℕ) : ℝ) ^ 2)
    rw [Real.sq_sqrt (Nat.cast_nonneg _), ← Real.exp_nat_mul, mul_comm]
  rw [he] at hli'
  exact LinearIndependent.of_comp (LinearMap.funLeft ℝ ℝ ρ) hli'

/-- A real number `x` is in `pairExponents α n` exactly when `x = α i + α j` for some `i, j < n`, in
either order and possibly equal. -/
theorem mem_pairExponents (α : ℕ → ℝ) (n : ℕ) (x : ℝ) :
    x ∈ pairExponents α n ↔ ∃ i < n, ∃ j < n, α i + α j = x := by
  simp only [pairExponents, pairs, mem_image, mem_sigma, mem_range]
  constructor
  · rintro ⟨⟨i, j⟩, ⟨hi, hj⟩, rfl⟩
    have hi' : i < n := hi
    have hj' : j < i + 1 := hj
    exact ⟨i, hi', j, by omega, rfl⟩
  · rintro ⟨i, hi, j, hj, rfl⟩
    rcases le_total j i with h | h
    · exact ⟨⟨i, j⟩, ⟨hi, Nat.lt_succ_of_le h⟩, rfl⟩
    · exact ⟨⟨j, i⟩, ⟨hj, Nat.lt_succ_of_le h⟩, add_comm _ _⟩

/-- For any exponents, the dimension of the product space is the number of different
exponents among the products. -/
theorem finrank_productSpace (α : ℕ → ℝ) (n : ℕ) :
    Module.finrank ℝ (productSpace α n) = (pairExponents α n).card := by
  have h : productSpace α n =
      Submodule.span ℝ (Set.range fun x : pairExponents α n => gaussian (x : ℝ)) := by
    unfold productSpace
    congr 1
    ext f
    constructor
    · rintro ⟨i, hi, j, hj, rfl⟩
      exact ⟨⟨α i + α j, (mem_pairExponents α n _).2 ⟨i, hi, j, hj, rfl⟩⟩,
        (gaussian_mul _ _).symm⟩
    · rintro ⟨⟨x, hx⟩, rfl⟩
      obtain ⟨i, hi, j, hj, rfl⟩ := (mem_pairExponents α n x).1 hx
      exact ⟨i, hi, j, hj, (gaussian_mul _ _).symm⟩
  have hli : LinearIndependent ℝ (fun x : pairExponents α n => gaussian (x : ℝ)) :=
    gaussian_linearIndependent.comp _ Subtype.val_injective
  rw [h, finrank_span_eq_card hli, Fintype.card_coe]

/-- There are `n (n + 1) / 2` index pairs `j ≤ i < n`. -/
theorem card_pairs (n : ℕ) : (pairs n).card = n * (n + 1) / 2 := by
  have h : (∑ i ∈ range n, (i + 1)) * 2 = n * (n + 1) := by
    induction n with
    | zero => simp
    | succ n ih =>
      rw [sum_range_succ, add_mul, ih]
      ring
  simp only [pairs, card_sigma, card_range]
  omega

/-- For any choice of `n` exponents, the products span at most `n (n + 1) / 2` dimensions. -/
theorem finrank_productSpace_le (α : ℕ → ℝ) (n : ℕ) :
    Module.finrank ℝ (productSpace α n) ≤ n * (n + 1) / 2 := by
  rw [finrank_productSpace, ← card_pairs]
  exact card_image_le

/-- For `a > 0` and `b ≥ 2`, the products of `n` even-tempered Gaussians with exponents `a bⁱ`
span a space of dimension exactly `n (n + 1) / 2`. -/
theorem finrank_evenTempered {a b : ℝ} (ha : 0 < a) (hb : 2 ≤ b) (n : ℕ) :
    Module.finrank ℝ (productSpace (evenTempered a b) n) = n * (n + 1) / 2 := by
  have hb1 : 1 ≤ b := by linarith
  have hb0 : 0 < b := by linarith
  -- the pair with the larger leading power has the larger sum
  have key : ∀ i j k l : ℕ, j ≤ i → i < k → b ^ i + b ^ j < b ^ k + b ^ l := by
    intro i j k l hji hik
    have h1 : b ^ j ≤ b ^ i := pow_le_pow_right₀ hb1 hji
    have h2 : b ^ (i + 1) ≤ b ^ k := pow_le_pow_right₀ hb1 hik
    have h3 : 0 < b ^ l := pow_pos hb0 l
    have h4 : 0 < b ^ i := pow_pos hb0 i
    rw [pow_succ] at h2
    have h5 := mul_le_mul_of_nonneg_left hb h4.le
    linarith
  rw [finrank_productSpace, ← card_pairs]
  refine card_image_of_injOn ?_
  rintro ⟨i, j⟩ hp ⟨k, l⟩ hq h
  have hji : j ≤ i := Nat.lt_succ_iff.1 (mem_range.1 (mem_sigma.1 (mem_coe.1 hp)).2)
  have hlk : l ≤ k := Nat.lt_succ_iff.1 (mem_range.1 (mem_sigma.1 (mem_coe.1 hq)).2)
  have h' : a * b ^ i + a * b ^ j = a * b ^ k + a * b ^ l := h
  have hs : b ^ i + b ^ j = b ^ k + b ^ l :=
    mul_left_cancel₀ ha.ne' (by linear_combination h')
  have hik : i = k := by
    rcases lt_trichotomy i k with hlt | heq | hgt
    · exact absurd hs (key i j k l hji hlt).ne
    · exact heq
    · exact absurd hs.symm (key k l i j hlk hgt).ne
  subst hik
  have hjl : j = l :=
    (pow_right_strictMono₀ (by linarith : 1 < b)).injective (by linarith : b ^ j = b ^ l)
  subst hjl
  rfl

/-- For `a > 0` and `n ≥ 1`, the products of `n` Gaussians with equally spaced exponents
`a (1 + i)` span a space of dimension `2 n - 1`. -/
theorem finrank_evenSpaced {a : ℝ} (ha : 0 < a) {n : ℕ} (hn : 1 ≤ n) :
    Module.finrank ℝ (productSpace (evenSpaced a) n) + 1 = 2 * n := by
  -- the pair exponents are `a (2 + m)` with `m = i + j`
  have hS : pairExponents (evenSpaced a) n =
      (range (2 * n - 1)).image fun m : ℕ => a * (2 + (m : ℝ)) := by
    ext x
    rw [mem_pairExponents]
    simp only [mem_image, mem_range]
    constructor
    · rintro ⟨i, hi, j, hj, rfl⟩
      exact ⟨i + j, by omega, by simp only [evenSpaced]; push_cast; ring⟩
    · rintro ⟨m, hm, rfl⟩
      obtain ⟨i, j, hi, hj, rfl⟩ : ∃ i j, i < n ∧ j < n ∧ i + j = m :=
        ⟨min m (n - 1), m - min m (n - 1), by omega, by omega, by omega⟩
      exact ⟨i, hi, j, hj, by simp only [evenSpaced]; push_cast; ring⟩
  have hinj : Function.Injective fun m : ℕ => a * (2 + (m : ℝ)) := by
    intro m k h
    have h1 : (2 : ℝ) + m = 2 + k := mul_left_cancel₀ ha.ne' h
    exact_mod_cast add_left_cancel h1
  rw [finrank_productSpace, hS, card_image_of_injective _ hinj, card_range]
  omega

/-- For `a > 0` and `b ≥ 2`, if `m` auxiliary radial functions of any form reproduce all products
of `n` even-tempered Gaussians exactly, then `m` is at least `n (n + 1) / 2`. -/
theorem auxiliary_size_lower_bound {a b : ℝ} (ha : 0 < a) (hb : 2 ≤ b) (n m : ℕ)
    (aux : Fin m → Set.Ici (0 : ℝ) → ℝ)
    (hfit : productSpace (evenTempered a b) n ≤ Submodule.span ℝ (Set.range aux)) :
    n * (n + 1) / 2 ≤ m := by
  have : FiniteDimensional ℝ (Submodule.span ℝ (Set.range aux)) :=
    FiniteDimensional.span_of_finite ℝ (Set.finite_range aux)
  have h1 := LinearMap.finrank_le_finrank_of_injective
    (f := Submodule.inclusion hfit) (Submodule.inclusion_injective hfit)
  have h2 : Module.finrank ℝ (Submodule.span ℝ (Set.range aux)) ≤ Fintype.card (Fin m) :=
    finrank_range_le_card aux
  rw [finrank_evenTempered ha hb] at h1
  rw [Fintype.card_fin] at h2
  exact h1.trans h2

end

end AuxiliaryBasisSize
```

```lean
#print axioms AuxiliaryBasisSize.finrank_productSpace_le
#print axioms AuxiliaryBasisSize.finrank_evenTempered
#print axioms AuxiliaryBasisSize.finrank_evenSpaced
#print axioms AuxiliaryBasisSize.auxiliary_size_lower_bound
```

```
'AuxiliaryBasisSize.finrank_productSpace_le' depends on axioms: [propext, Classical.choice, Quot.sound]
'AuxiliaryBasisSize.finrank_evenTempered' depends on axioms: [propext, Classical.choice, Quot.sound]
'AuxiliaryBasisSize.finrank_evenSpaced' depends on axioms: [propext, Classical.choice, Quot.sound]
'AuxiliaryBasisSize.auxiliary_size_lower_bound' depends on axioms: [propext, Classical.choice, Quot.sound]
```

## Orbital products and the functions that fit them

In density fitting, products of orbital basis functions are expanded in an auxiliary basis. For uncontracted s-type functions on a single centre whose exponents are even-tempered with ratio $b \ge 2$, the result says how large that basis must be if every product is to be reproduced without error: its size grows quadratically with $n$.

The primitive `gaussian α` is $g_\alpha(r)=e^{-\alpha r^2}$, and its domain `Set.Ici (0 : ℝ)` is the half-line. It is unnormalised. The normalised function is $(2\alpha/\pi)^{3/4}e^{-\alpha r^2}$ for $\alpha>0$, and since the prefactor is a nonzero constant, normalisation changes none of the spans.

`productSpace α n` is the span of all $g_{\alpha_i}g_{\alpha_j}$ with $i,j<n$, squares included. The exponents are given as a sequence, of which only the first $n$ entries matter. `Module.finrank ℝ` is the dimension of this space.

Four theorems carry the content:

- `finrank_productSpace_le` gives the upper bound $n(n+1)/2$ for any real exponents.
- `finrank_evenTempered` says that even-tempered exponents with $a>0$ and $b\ge2$ attain it.
- `finrank_evenSpaced` gives the dimension for equal spacing, written as "dimension plus one equals $2n$" to avoid subtraction in the natural numbers.
- `auxiliary_size_lower_bound` takes $m$ auxiliary functions `aux`, which may be any radial functions, Gaussian or not. The hypothesis `hfit` says that their span contains the whole even-tempered product space, and the conclusion is $n(n+1)/2\le m$.

Exact fitting means equality at every $r$. Practical density fitting accepts a small error measured in some metric, and the theorem sets no lower bound on the basis needed for that. Higher angular momenta, contractions and products between different centres lie beyond the model.

## Counting dimensions by counting exponents

Concentric Gaussians multiply by adding exponents:
$$g_\alpha(r)\,g_\beta(r)=e^{-\alpha r^2}e^{-\beta r^2}=e^{-(\alpha+\beta)r^2}=g_{\alpha+\beta}(r).$$
This is `gaussian_mul`. Every product is therefore again a single Gaussian, and the remaining question is whether different exponents give independent functions.

They do. Suppose that $\sum_{s=1}^{N} c_s e^{-\alpha_s r^2}=0$ for all $r\ge0$, with distinct $\alpha_s$. At $r=\sqrt k$ this reads
$$\sum_{s=1}^{N} c_s x_s^k=0,\qquad x_s=e^{-\alpha_s},\quad k=0,1,\dots,N-1.$$
The $x_s$ are distinct, so the Vandermonde matrix of this system is invertible and all $c_s$ vanish.

`gaussian_linearIndependent` samples at the same radii, but replaces the Vandermonde determinant by a general theorem. The map $k\mapsto x_s^k$ turns addition of natural numbers into multiplication, so it is a character, and distinct characters are linearly independent (`linearIndependent_monoidHom`). The map `ρ` sends $k$ to $\sqrt k$. Sampling is linear, so independence of the sampled functions implies independence of the Gaussians themselves, which is the last line of that proof.

It follows that the dimension of the product space is the number of different sums $\alpha_i+\alpha_j$, as stated in `finrank_productSpace`. Because the sum is symmetric, pairs with $j\le i<n$ suffice (`mem_pairExponents`), and `card_pairs` counts them:
$$\sum_{i=0}^{n-1}(i+1)=\frac{n(n+1)}2.$$
There cannot be more different sums than pairs, which gives the upper bound.

## Why a ratio of two separates all the sums

Take two pairs $j\le i$ and $l\le k$ with $i<k$. Then
$$b^i+b^j\le 2b^i\le b^{i+1}\le b^k<b^k+b^l.$$
The second step uses $b\ge2$. This chain is the statement `key` in the proof of `finrank_evenTempered`. If two pairs have equal sums, the common factor $a\neq0$ cancels, and `key`, applied in both directions, forces $i=k$. What remains is $b^j=b^l$, so $j=l$ because powers of $b>1$ are strictly increasing. All $n(n+1)/2$ sums are different.

The condition $b>1$ alone would not be enough. The golden ratio $b=(1+\sqrt5)/2$ satisfies $b^3+b^0=2b^2$, so at $n=4$ the pairs $(3,0)$ and $(2,2)$ give the same Gaussian.

For equal spacing,
$$a(1+i)+a(1+j)=a(2+m),\qquad m=i+j.$$
The integer $m$ runs from $0$ to $2n-2$, and each value occurs: take $i=\min(m,n-1)$ and $j=m-i$. Different $m$ give different exponents since $a\ne0$, so there are $2n-1$ of them. In the proof, `hS` identifies the set of sums and `hinj` shows that they are distinct.

The bound on the auxiliary basis is then a comparison of dimensions. Let $m$ now be the number of auxiliary functions, as in `auxiliary_size_lower_bound`. A space spanned by $m$ functions has dimension at most $m$, and a subspace of it cannot have a larger dimension. If it contains the even-tempered product space, then $n(n+1)/2\le m$.

## Three exponents of each kind

Take $n=3$ and $a=1$, in inverse square bohr. With $b=2$ the even-tempered exponents are $1,2,4$, and the equally spaced ones are $1,2,3$.

| Pair $(i,j)$ | Even-tempered sum | Equally spaced sum |
|---|---|---|
| $(0,0)$ | 2 | 2 |
| $(1,0)$ | 3 | 3 |
| $(1,1)$ | 4 | 4 |
| $(2,0)$ | 5 | 4 |
| $(2,1)$ | 6 | 5 |
| $(2,2)$ | 8 | 6 |

The even-tempered column has six different entries, matching $3\cdot4/2$. The equally spaced column has five, matching $2\cdot3-1$, because $1+3=2+2$. Five auxiliary functions can therefore fit every product of the second set exactly, but no choice of five can do so for the first.
